# The exact isoelectronic extrapolation error for a low-degree polynomial in Z plus d/Z

Suppose the energy at nuclear charge \(Z\) is \(E(Z)=a+d/Z\), with \(a\) and \(d\) constant, and I predict it by copying the value at the next higher charge. Then I miss by

\[
E(Z)-E(Z+1)=\frac dZ-\frac d{Z+1}=\frac{d}{Z(Z+1)} .
\]

That is \(d/6\) at \(Z=2\) but \(d/2\) at \(Z=1\), three times as much.

What I want to do is less crude: estimate the energy of H⁻ by putting a parabola through the energies of He, Li⁺ and Be²⁺. I could test the recipe one step up, on He from Li⁺, Be²⁺ and B³⁺. Does the parabola remove the deterioration towards the anion? If it doesn't, how much worse should I expect H⁻ to be than He?

## In the model, the 1/Z term carries the whole error

In a model series that stops at \(1/Z\), the deterioration stays, and it becomes steeper. If the two-electron energy is modelled as \(e_0Z^2+e_1Z+e_2+e_3/Z\), the parabola reproduces the first three terms exactly and misses by

\[
\frac{6e_3}{Z(Z+1)(Z+2)(Z+3)} .
\]

This is \(e_3/20\) for He and \(e_3/4\) for H⁻, so in this model the anion's error is five times as large. Higher inverse powers of \(Z\) can change that ratio for the real ions.

In general, let \(E(Z)=p(Z)+d/Z\), where \(p\) is a real polynomial of degree below \(n\). Let the prediction at \(Z>0\) be the value there of the polynomial of degree below \(n\) through the energies at \(Z+1,\dots,Z+n\). Write \(\mathrm{err}(Z)\) for the true energy minus the prediction. Then

\[
\mathrm{err}(Z)=\frac{d\,n!}{Z(Z+1)\cdots(Z+n)} .
\]

For estimates of anion energies from neutral atoms and cations, this gives the extrapolation error within a model series that stops at \(1/Z\).

### One polynomial with too many zeros

Take any \(n\) distinct nonzero charges \(v_i\), and let \(q\), of degree below \(n\), match the energy at each of them. Define

\[
F(X)=X\,(q(X)-p(X))-d+d\prod_i\left(1-\frac{X}{v_i}\right).
\]

Its degree is at most \(n\), because \(q-p\) has degree below \(n\) and the product has \(n\) linear factors. At a node the product vanishes and \(q(v_i)-p(v_i)=d/v_i\), so \(F(v_i)=v_i\,(d/v_i)-d=0\). At zero charge, \(F(0)=-d+d=0\). These are \(n+1\) distinct zeros, hence \(F=0\). At any \(z\ne0\), dividing \(F(z)=0\) by \(z\) gives

\[
q(z)-p(z)=\frac dz-\frac dz\prod_i\left(1-\frac z{v_i}\right),
\]

and therefore

\[
E(z)-q(z)=\frac dz\prod_i\left(1-\frac z{v_i}\right).
\]

Now set \(z=Z\) and take the nodes \(Z+k+1\) with \(k=0,\dots,n-1\). Each factor is

\[
1-\frac{Z}{Z+k+1}=\frac{k+1}{Z+k+1},
\]

so the product is \(n!/\big((Z+1)\cdots(Z+n)\big)\). Multiplying by \(d/Z\) gives the stated error.

### From one ion to the next

Let \(D(Z)=\prod_{k=0}^{n}(Z+k)\), so that \(|\mathrm{err}(Z)|=|d|\,n!/D(Z)\). For \(Z>0\) every factor of \(D\) is positive and increases with \(Z\). If \(d\neq0\), the absolute error therefore strictly increases as the charge is lowered.

Both \(Z\,D(Z+1)\) and \((Z+n+1)\,D(Z)\) equal \(Z(Z+1)\cdots(Z+n+1)\), which gives

\[
Z\,\mathrm{err}(Z)=(Z+n+1)\,\mathrm{err}(Z+1).
\]

With \(n=3\) and \(Z=1\), this is the factor of five between H⁻ and He.

For three points, write the parabola as \(q(Z+t)=a+bt+ct^2\), with new constants \(a,b,c\). Then

\[
3q(Z+1)-3q(Z+2)+q(Z+3)=a+(3-6+3)b+(3-12+9)c=a=q(Z),
\]

so the prediction is \(3E(Z+1)-3E(Z+2)+E(Z+3)\), whatever the function \(E\). For the charge expansion the polynomial terms cancel, and what remains is

\[
e_3\left(\frac1Z-\frac3{Z+1}+\frac3{Z+2}-\frac1{Z+3}\right)=\frac{6e_3}{Z(Z+1)(Z+2)(Z+3)} .
\]

### The statements in Lean

```lean
import Mathlib

open Polynomial
open scoped Nat

namespace IsoelectronicExtrapolation

noncomputable section

/-- The energy of an isoelectronic sequence at nuclear charge `Z ≠ 0`: a polynomial in `Z`
plus a term `d / Z`. -/
def seriesEnergy (p : ℝ[X]) (d Z : ℝ) : ℝ := p.eval Z + d / Z

/-- The prediction at charge `Z` from the energies at `Z + 1, ..., Z + n`, by the interpolating
polynomial of degree below `n`. -/
def extrapolate (E : ℝ → ℝ) (n : ℕ) (Z : ℝ) : ℝ :=
  (Lagrange.interpolate (Finset.range n) (fun k : ℕ => Z + ((k : ℝ) + 1))
    (fun k : ℕ => E (Z + ((k : ℝ) + 1)))).eval Z

/-- The charges `Z + 1, ..., Z + n` used in the extrapolation are distinct. -/
theorem charges_injOn (Z : ℝ) (n : ℕ) :
    Set.InjOn (fun k : ℕ => Z + ((k : ℝ) + 1)) (Finset.range n) := by
  intro a _ b _ h
  simpa using h

/-- Let `q` interpolate the energy at distinct nonzero charges `v i`, with `p` and `q` of degree
below the number of charges. The energy minus `q` at any charge `z ≠ 0` is `d / z` times the product
of the factors `1 - z / v i`. -/
theorem interpolation_error {ι : Type*} (s : Finset ι) (v : ι → ℝ) (hv : Set.InjOn v s)
    (h0 : ∀ i ∈ s, v i ≠ 0) (p q : ℝ[X]) (hp : p.degree < s.card) (hq : q.degree < s.card)
    (d : ℝ) (hnode : ∀ i ∈ s, q.eval (v i) = seriesEnergy p d (v i)) {z : ℝ} (hz : z ≠ 0) :
    seriesEnergy p d z - q.eval z = d / z * ∏ i ∈ s, (1 - z / v i) := by
  have hprod : (∏ i ∈ s, (1 - C (v i)⁻¹ * X : ℝ[X])).natDegree ≤ s.card := by
    refine (natDegree_prod_le s _).trans ?_
    have h := Finset.sum_le_card_nsmul s
      (fun i => (1 - C (v i)⁻¹ * X : ℝ[X]).natDegree) 1 (fun i _ => by
        show (1 - C (v i)⁻¹ * X : ℝ[X]).natDegree ≤ 1
        compute_degree)
    simpa only [smul_eq_mul, mul_one] using h
  -- the error times the charge, compared with its claimed value
  obtain ⟨F, hF⟩ : ∃ F : ℝ[X], F = X * (q - p) - C d
      + C d * ∏ i ∈ s, (1 - C (v i)⁻¹ * X) := ⟨_, rfl⟩
  have hev : ∀ x, F.eval x = x * (q.eval x - p.eval x) - d
      + d * ∏ i ∈ s, (1 - (v i)⁻¹ * x) := by
    intro x
    simp [hF, eval_prod]
  have hcard : (insert 0 (s.image v)).card = s.card + 1 := by
    rw [Finset.card_insert_of_notMem, Finset.card_image_of_injOn hv]
    intro h
    obtain ⟨i, hi, h⟩ := Finset.mem_image.mp h
    exact h0 i hi h
  have hdeg : F.degree < (insert 0 (s.image v)).card := by
    rw [hcard, degree_lt_iff_coeff_zero]
    intro m hm
    obtain ⟨k, rfl⟩ : ∃ k, m = k + 1 := ⟨m - 1, by omega⟩
    have hk : s.card ≤ k := by omega
    have h1 : q.coeff k = 0 :=
      coeff_eq_zero_of_degree_lt (hq.trans_le (by exact_mod_cast hk))
    have h2 : p.coeff k = 0 :=
      coeff_eq_zero_of_degree_lt (hp.trans_le (by exact_mod_cast hk))
    rw [hF, coeff_add, coeff_sub, coeff_X_mul, coeff_sub, coeff_C_mul, coeff_C_succ, h1, h2,
      coeff_eq_zero_of_natDegree_lt (by omega)]
    ring
  -- it vanishes at all nodes and at zero charge, one point more than its degree allows
  have hF0 : F = 0 := by
    refine eq_zero_of_degree_lt_of_eval_finset_eq_zero _ hdeg ?_
    intro x hx
    rcases Finset.mem_insert.mp hx with rfl | hx
    · simp [hev]
    · obtain ⟨i, hi, rfl⟩ := Finset.mem_image.mp hx
      have hvi := h0 i hi
      have hP : ∏ j ∈ s, (1 - (v j)⁻¹ * v i) = 0 :=
        Finset.prod_eq_zero hi (by rw [inv_mul_cancel₀ hvi, sub_self])
      have hd : v i * (d / v i) = d := by field_simp
      rw [hev, hnode i hi, hP]
      unfold seriesEnergy
      linear_combination hd
  have h := hev z
  rw [hF0, eval_zero] at h
  have hP : ∏ i ∈ s, (1 - z / v i) = ∏ i ∈ s, (1 - (v i)⁻¹ * z) :=
    Finset.prod_congr rfl (fun i _ => by rw [div_eq_inv_mul])
  rw [hP]
  generalize ∏ i ∈ s, (1 - (v i)⁻¹ * z) = P at h ⊢
  have hd : z * (d / z) = d := by field_simp
  apply mul_left_cancel₀ hz
  unfold seriesEnergy
  linear_combination h + (1 - P) * hd

/-- For `Z > 0` the factors `1 - Z / (Z + k)`, `k = 1, ..., n`, multiply to
`n! / ((Z + 1) ... (Z + n))`. -/
theorem prod_charge_factors {Z : ℝ} (hZ : 0 < Z) (n : ℕ) :
    ∏ k ∈ Finset.range n, (1 - Z / (Z + ((k : ℝ) + 1)))
      = (n ! : ℝ) / ∏ k ∈ Finset.range n, (Z + ((k : ℝ) + 1)) := by
  induction n with
  | zero => simp
  | succ n ih =>
    have h : Z + ((n : ℝ) + 1) ≠ 0 := by positivity
    have hs : 1 - Z / (Z + ((n : ℝ) + 1)) = ((n : ℝ) + 1) / (Z + ((n : ℝ) + 1)) := by
      rw [eq_div_iff h, sub_mul, div_mul_cancel₀ _ h]
      ring
    rw [Finset.prod_range_succ, Finset.prod_range_succ, ih, hs, Nat.factorial_succ,
      div_mul_div_comm]
    push_cast
    congr 1
    ring

/-- If the polynomial part has degree below `n` and `Z > 0`, the true energy minus the one
extrapolated from `Z + 1, ..., Z + n` is `d n! / (Z (Z + 1) ... (Z + n))`. -/
theorem extrapolation_error {n : ℕ} (p : ℝ[X]) (hp : p.degree < n) (d : ℝ) {Z : ℝ}
    (hZ : 0 < Z) :
    seriesEnergy p d Z - extrapolate (seriesEnergy p d) n Z
      = d * (n ! : ℝ) / ∏ k ∈ Finset.range (n + 1), (Z + (k : ℝ)) := by
  have hinj := charges_injOn Z n
  refine (interpolation_error (Finset.range n) (fun k : ℕ => Z + ((k : ℝ) + 1)) hinj
    (fun k _ => by positivity) p
    (Lagrange.interpolate (Finset.range n) (fun k : ℕ => Z + ((k : ℝ) + 1))
      (fun k : ℕ => seriesEnergy p d (Z + ((k : ℝ) + 1))))
    (by simpa using hp) (Lagrange.degree_interpolate_lt _ hinj) d
    (fun k hk => Lagrange.eval_interpolate_at_node _ hinj hk) hZ.ne').trans ?_
  show d / Z * ∏ k ∈ Finset.range n, (1 - Z / (Z + ((k : ℝ) + 1))) = _
  have hden : ∏ k ∈ Finset.range (n + 1), (Z + (k : ℝ))
      = (∏ k ∈ Finset.range n, (Z + ((k : ℝ) + 1))) * Z := by
    rw [Finset.prod_range_succ']
    simp
  rw [prod_charge_factors hZ, hden, div_mul_div_comm, mul_comm Z]

/-- For `d ≠ 0` and a polynomial part of degree below `n`, the absolute extrapolation error
is strictly larger at the lower of two positive charges. -/
theorem error_grows_towards_low_charge {n : ℕ} (p : ℝ[X]) (hp : p.degree < n) {d : ℝ}
    (hd : d ≠ 0) {Z Z' : ℝ} (hZ : 0 < Z) (hZZ' : Z < Z') :
    |seriesEnergy p d Z' - extrapolate (seriesEnergy p d) n Z'|
      < |seriesEnergy p d Z - extrapolate (seriesEnergy p d) n Z| := by
  have hZ' : 0 < Z' := hZ.trans hZZ'
  have hA : 0 < ∏ k ∈ Finset.range (n + 1), (Z + (k : ℝ)) :=
    Finset.prod_pos (fun k _ => by positivity)
  have hB : 0 < ∏ k ∈ Finset.range (n + 1), (Z' + (k : ℝ)) :=
    Finset.prod_pos (fun k _ => by positivity)
  rw [extrapolation_error p hp d hZ, extrapolation_error p hp d hZ', abs_div, abs_div,
    abs_of_pos hA, abs_of_pos hB]
  refine div_lt_div_of_pos_left
    (abs_pos.mpr (mul_ne_zero hd (Nat.cast_ne_zero.mpr (Nat.factorial_ne_zero n)))) hA ?_
  exact Finset.prod_lt_prod_of_nonempty (fun k _ => by positivity)
    (fun k _ => by linarith) ⟨0, by simp⟩

/-- For a polynomial part of degree below `n` and `Z > 0`, the errors at the neighbouring charges
`Z` and `Z + 1` satisfy `Z err(Z) = (Z + n + 1) err(Z + 1)`. -/
theorem neighbouring_errors {n : ℕ} (p : ℝ[X]) (hp : p.degree < n) (d : ℝ) {Z : ℝ}
    (hZ : 0 < Z) :
    Z * (seriesEnergy p d Z - extrapolate (seriesEnergy p d) n Z)
      = (Z + n + 1) *
        (seriesEnergy p d (Z + 1) - extrapolate (seriesEnergy p d) n (Z + 1)) := by
  have hA : ∏ k ∈ Finset.range (n + 1), (Z + (k : ℝ)) ≠ 0 :=
    (Finset.prod_pos (fun k _ => by positivity)).ne'
  have hB : ∏ k ∈ Finset.range (n + 1), (Z + 1 + (k : ℝ)) ≠ 0 :=
    (Finset.prod_pos (fun k _ => by positivity)).ne'
  -- both sides are the product of the charges from Z to Z + n + 1
  have h := (Finset.prod_range_succ' (fun k : ℕ => Z + (k : ℝ)) (n + 1)).symm.trans
    (Finset.prod_range_succ (fun k : ℕ => Z + (k : ℝ)) (n + 1))
  have hs : ∏ k ∈ Finset.range (n + 1), (Z + ((k + 1 : ℕ) : ℝ))
      = ∏ k ∈ Finset.range (n + 1), (Z + 1 + (k : ℝ)) :=
    Finset.prod_congr rfl (fun k _ => by push_cast; ring)
  rw [hs] at h
  push_cast at h
  rw [extrapolation_error p hp d hZ, extrapolation_error p hp d (by positivity : 0 < Z + 1),
    ← mul_div_assoc, ← mul_div_assoc, div_eq_div_iff hA hB]
  linear_combination d * (n ! : ℝ) * h

/-- For any energy function, extrapolation from the next three charges predicts
`3 E(Z + 1) - 3 E(Z + 2) + E(Z + 3)`. -/
theorem three_point_formula (E : ℝ → ℝ) (Z : ℝ) :
    extrapolate E 3 Z = 3 * E (Z + 1) - 3 * E (Z + 2) + E (Z + 3) := by
  have hinj := charges_injOn Z 3
  obtain ⟨q, hq⟩ : ∃ q : ℝ[X], q = Lagrange.interpolate (Finset.range 3)
      (fun k : ℕ => Z + ((k : ℝ) + 1)) (fun k : ℕ => E (Z + ((k : ℝ) + 1))) := ⟨_, rfl⟩
  have hnode : ∀ k ∈ Finset.range 3, q.eval (Z + ((k : ℝ) + 1)) = E (Z + ((k : ℝ) + 1)) := by
    intro k hk
    rw [hq]
    exact Lagrange.eval_interpolate_at_node (fun k : ℕ => E (Z + ((k : ℝ) + 1))) hinj hk
  have hdeg : q.degree < (Finset.range 3).card := by
    rw [hq]
    exact Lagrange.degree_interpolate_lt _ hinj
  rw [Finset.card_range] at hdeg
  have hnat : q.natDegree ≤ 2 := by
    rw [natDegree_le_iff_coeff_eq_zero]
    intro m hm
    have hm' : 3 ≤ m := hm
    exact coeff_eq_zero_of_degree_lt (hdeg.trans_le (by exact_mod_cast hm'))
  -- the interpolant is a parabola
  have hev : ∀ x, q.eval x = q.coeff 0 + q.coeff 1 * x + q.coeff 2 * x ^ 2 := by
    intro x
    rw [eval_eq_sum_range' (by omega : q.natDegree < 3)]
    simp [Finset.sum_range_succ]
  have e1 := hnode 0 (by simp)
  have e2 := hnode 1 (by simp)
  have e3 := hnode 2 (by simp)
  rw [show ((0 : ℕ) : ℝ) + 1 = 1 by norm_num] at e1
  rw [show ((1 : ℕ) : ℝ) + 1 = 2 by norm_num] at e2
  rw [show ((2 : ℕ) : ℝ) + 1 = 3 by norm_num] at e3
  have hx : extrapolate E 3 Z = q.eval Z := by
    rw [hq]
    rfl
  rw [hx, ← e1, ← e2, ← e3]
  simp only [hev]
  ring

/-- If `E(x) = e₀ x² + e₁ x + e₂ + e₃ / x` at positive charges, the three-point extrapolation to
`Z > 0` has error (true minus predicted) `6 e₃ / (Z (Z + 1) (Z + 2) (Z + 3))`. -/
theorem charge_expansion_error (E : ℝ → ℝ) (e₀ e₁ e₂ e₃ : ℝ)
    (hE : ∀ x, 0 < x → E x = e₀ * x ^ 2 + e₁ * x + e₂ + e₃ / x) {Z : ℝ} (hZ : 0 < Z) :
    E Z - extrapolate E 3 Z = 6 * e₃ / (Z * (Z + 1) * (Z + 2) * (Z + 3)) := by
  have h1 : Z + 1 ≠ 0 := by positivity
  have h2 : Z + 2 ≠ 0 := by positivity
  have h3 : Z + 3 ≠ 0 := by positivity
  rw [three_point_formula, hE Z hZ, hE (Z + 1) (by positivity), hE (Z + 2) (by positivity),
    hE (Z + 3) (by positivity)]
  field_simp
  ring

end

end IsoelectronicExtrapolation
```

```lean
#print axioms IsoelectronicExtrapolation.error_grows_towards_low_charge
#print axioms IsoelectronicExtrapolation.neighbouring_errors
#print axioms IsoelectronicExtrapolation.charge_expansion_error
```

```
'IsoelectronicExtrapolation.error_grows_towards_low_charge' depends on axioms: [propext, Classical.choice, Quot.sound]
'IsoelectronicExtrapolation.neighbouring_errors' depends on axioms: [propext, Classical.choice, Quot.sound]
'IsoelectronicExtrapolation.charge_expansion_error' depends on axioms: [propext, Classical.choice, Quot.sound]
```

`seriesEnergy p d Z` is the model energy: `p : ℝ[X]` is the polynomial part, and `d` is the coefficient of the inverse charge. `extrapolate E n Z` takes an arbitrary energy function, builds Mathlib's Lagrange interpolant through the next `n` charges and evaluates it at `Z`. The index `k` in `Finset.range n` starts at zero, hence the nodes `Z + ((k : ℝ) + 1)`. Charges are real numbers, with integer nuclear charges as a special case.

The main theorem, `extrapolation_error`, assumes `p.degree < n` and `0 < Z`. It allows `n = 0`, where `p` must be zero, the prediction is zero and the error is \(d/Z\). The degree condition says that the fit is flexible enough for the polynomial part. With \(n=1\), \(d=0\) and \(p(Z)=Z\), the error is \(-1\) while the formula would give zero, so degree \(n\) can't be admitted in general.

`error_grows_towards_low_charge` compares any two positive charges `Z < Z'` at the same `n`, and `neighbouring_errors` is the relation between charges one unit apart. `three_point_formula` holds for every `E` and every real `Z`. `charge_expansion_error` requires the four-term form only at positive charges.

The constant `d`, called `e₃` in the last theorem, is postulated. In the nonrelativistic expansion for a fixed electron number and state, the \(1/Z\) term of the total energy is third order in the electron repulsion. The file contains no Hamiltonian from which to derive it. A real sequence also has higher inverse powers of \(Z\), which add their own errors. At \(Z=1\) these powers aren't damped, so the factor of five needn't hold for the real H⁻ and He, and even the sign of the error can differ from the model's. Nor does the formula tell you whether the anion is bound.

### The same steps in the proof

`charges_injOn` shows that the nodes are distinct. `interpolation_error` then carries out the argument with \(F\) for a general finite set of nodes:

- `hprod` bounds the degree of the product, and `hdeg` shows that every coefficient of `F` above order \(n\) vanishes.
- `hcard` counts the \(n+1\) distinct points, zero included.
- `hF0` checks that `F` vanishes at each of them and concludes `F = 0` from Mathlib's lemma on polynomials with more zeros than their degree allows.
- The closing `linear_combination` rearranges \(F(z)=0\) into the error formula, after both sides have been multiplied by \(z\).

`prod_charge_factors` evaluates the product by induction on `n`; each step supplies one factor \((n+1)/(Z+n+1)\). `extrapolation_error` applies the general result to the actual interpolant and uses `Finset.prod_range_succ'` to separate the factor \(Z\) from the denominator.

For the growth theorem, `Finset.prod_lt_prod_of_nonempty` compares the two denominators factor by factor, and `div_lt_div_of_pos_left` turns that into the reverse comparison of the errors. `neighbouring_errors` splits the product from \(Z\) to \(Z+n+1\) once at its first factor and once at its last.

In `three_point_formula`, `hev` writes the interpolant as a parabola in its coefficients, and `ring` verifies the cancellation. `charge_expansion_error` inserts the four-term energy into that formula and finishes with `field_simp` and `ring`, so it reaches the \(n=3\) error by direct algebra, independently of the general theorem.
